# Half the adsorption energy of a symmetrically loaded film equals the one-sided adsorption energy only if its two equivalent faces are uncoupled (linear response, one variable per face, nonzero source)

## Can I cover both faces and divide by two?

I have a thin film in a periodic supercell, with a polar molecule adsorbed on one face, its dipole along the surface normal. The cell then carries a net dipole, which interacts with its periodic images. If I put the same molecule on the other face as well, mirrored, the net dipole vanishes, and I take half of the adsorption energy. But my film is only a few layers thick, and each face may notice what happens at the other. Is half the symmetric energy still the energy of one molecule on one face, or have I removed one error and brought in another?

## The coupling between the faces sets the error

If each of the two equivalent faces responds linearly through a single variable and the film is stable, halving is exact for a nonzero source only when the faces are uncoupled. Otherwise the error has a simple closed form.

Let $p=(p_0,p_1)$ be the sources on the two faces, each counted along its own outward normal, so that $(m,m)$ is the mirror-symmetric covering and $(m,0)$ the one-sided one. Let $u=(u_0,u_1)$ be the response of the faces. The energy of a trial response is

$$F(u)=\tfrac12\langle u,Au\rangle-\langle p,u\rangle,\qquad A=\begin{pmatrix}a&c\\c&a\end{pmatrix}.$$

Here $a$ is the stiffness of each face and $c$ the coupling through the film. The condition $|c|<a$ expresses stability: the eigenvalues $a\pm c$ are positive, so without a source every nonzero response costs energy.

The relaxed response $v$ solves $Av=p$. With $d=u-v$, completing the square gives

$$F(u)=-\tfrac12\langle p,A^{-1}p\rangle+\tfrac14\left[(a+c)(d_0+d_1)^2+(a-c)(d_0-d_1)^2\right].$$

The bracket is never negative and vanishes at $u=v$, so the minimum is $E(p)=-\tfrac12\langle p,A^{-1}p\rangle$. Since

$$A^{-1}=\frac{1}{a^2-c^2}\begin{pmatrix}a&-c\\-c&a\end{pmatrix},$$

we have

$$E(p)=-\frac{a p_0^2-2c\,p_0p_1+a p_1^2}{2(a^2-c^2)}.$$

For the two coverings this gives

$$\tfrac12E(m,m)=-\frac{(a-c)m^2}{2(a^2-c^2)},\qquad E(m,0)=-\frac{a m^2}{2(a^2-c^2)},$$

and therefore

$$\tfrac12E(m,m)-E(m,0)=\frac{c\,m^2}{2(a^2-c^2)}.$$

For $m\neq0$ this is zero exactly when $c=0$. For $c>0$ the halved energy is too high, so it understates the stabilisation; for $c<0$ it is too low.

The coupling term changes sign for the antisymmetric source $(m,-m)$, so it cancels in the sum:

$$\tfrac14\left[E(m,m)+E(m,-m)\right]=E(m,0).$$

The source $(m,-m)$ needs a reversed dipole on the second face, which the same molecule may not provide, and it brings the net dipole back into the cell.

### What the Lean statements say

`response a c` is the matrix $A$. Despite its name it is a stiffness, the inverse of a susceptibility: the response to $p$ is $A^{-1}p$. A source is a function `Fin 2 → ℝ`, one real number per face, and `![m, 0]` is the one-sided source. `sourceEnergy` is $E$, written with Mathlib's matrix inverse, and `trialEnergy` is $F$.

The main theorem, `halving_exact_iff`, says that for real $a,c,m$ with $|c|<a$ and $m\neq0$, half of $E(m,m)$ equals $E(m,0)$ if and only if $c=0$. `halving_error` gives the difference for every $m$, `halving_above_iff` its sign, and `one_sided_from_parity` the quarter-sum rule. `sourceEnergy_isLeast` says that $E(p)$ is the least value of the trial energy and that some response attains it.

The matrix $A$ is assumed, not derived from an electronic-structure calculation. The result applies to your film if the computed adsorption energies, freed of image interactions, are a fixed contribution per molecule plus $E(p)$, with the same $A$ and the same source $m$ per molecule for both coverings. Within this linear model with one variable per face, the result bears on adsorption energies from symmetric slabs: removing the net dipole does not remove the coupling through the film.

```lean
import Mathlib

open Matrix

namespace FilmFaceDipoles

noncomputable section

/-- The stiffness matrix of two equivalent film faces, with stiffness `a` on each face and coupling
`c` between them. -/
def response (a c : ℝ) : Matrix (Fin 2) (Fin 2) ℝ := !![a, c; c, a]

/-- The energy `-⟨p, A⁻¹ p⟩ / 2` of a source `p` on the two faces, for an invertible stiffness
matrix `A = response a c`. -/
def sourceEnergy (a c : ℝ) (p : Fin 2 → ℝ) : ℝ :=
  -(p ⬝ᵥ ((response a c)⁻¹ *ᵥ p)) / 2

/-- The energy `⟨u, A u⟩ / 2 - ⟨p, u⟩` when the faces respond to the source `p` by an
arbitrary trial response `u`. -/
def trialEnergy (a c : ℝ) (p u : Fin 2 → ℝ) : ℝ :=
  (u ⬝ᵥ (response a c *ᵥ u)) / 2 - p ⬝ᵥ u

/-- The quadratic form of a two-by-two matrix, written out in components. -/
lemma quadratic_form (α β γ δ : ℝ) (p : Fin 2 → ℝ) :
    p ⬝ᵥ (!![α, β; γ, δ] *ᵥ p) =
      p 0 * (α * p 0 + β * p 1) + p 1 * (γ * p 0 + δ * p 1) := by
  simp [Matrix.mulVec, dotProduct, Fin.sum_univ_two]

/-- If the coupling is weaker than the stiffness, `|c| < a`, the determinant `a² - c²` of the
stiffness matrix is positive. -/
lemma det_pos {a c : ℝ} (h : |c| < a) : 0 < a ^ 2 - c ^ 2 := by
  obtain ⟨h1, h2⟩ := abs_lt.mp h
  nlinarith [mul_pos (sub_pos.mpr h2) (show 0 < a + c by linarith)]

/-- For `|c| < a` the inverse of the stiffness matrix has diagonal entries `a / (a² - c²)` and
off-diagonal entries `-c / (a² - c²)`. -/
theorem response_inv {a c : ℝ} (h : |c| < a) :
    (response a c)⁻¹ =
      !![a / (a ^ 2 - c ^ 2), -c / (a ^ 2 - c ^ 2);
         -c / (a ^ 2 - c ^ 2), a / (a ^ 2 - c ^ 2)] := by
  have hd := (det_pos h).ne'
  apply Matrix.inv_eq_right_inv
  ext i j
  fin_cases i <;> fin_cases j <;>
    simp [response, Matrix.mul_apply, Fin.sum_univ_two] <;> field_simp <;> ring

/-- The energy of an arbitrary pair of face sources in closed form, for `|c| < a`. -/
theorem sourceEnergy_eq {a c : ℝ} (h : |c| < a) (p : Fin 2 → ℝ) :
    sourceEnergy a c p =
      -(a * p 0 ^ 2 - 2 * c * p 0 * p 1 + a * p 1 ^ 2) / (2 * (a ^ 2 - c ^ 2)) := by
  have hd := (det_pos h).ne'
  rw [sourceEnergy, response_inv h, quadratic_form]
  field_simp
  ring

/-- For `|c| < a` the source energy is the minimum of the trial energy over all responses
of the two faces, and it is attained. -/
theorem sourceEnergy_isLeast {a c : ℝ} (h : |c| < a) (p : Fin 2 → ℝ) :
    IsLeast (Set.range (trialEnergy a c p)) (sourceEnergy a c p) := by
  have hd := (det_pos h).ne'
  obtain ⟨h1, h2⟩ := abs_lt.mp h
  have hF : ∀ u : Fin 2 → ℝ, trialEnergy a c p u =
      (u 0 * (a * u 0 + c * u 1) + u 1 * (c * u 0 + a * u 1)) / 2
        - (p 0 * u 0 + p 1 * u 1) := by
    intro u
    rw [trialEnergy, response, quadratic_form]
    simp [dotProduct, Fin.sum_univ_two]
  -- the relaxed response v solves A v = p
  obtain ⟨v, w, hx, hy, hE⟩ : ∃ v w : ℝ, a * v + c * w = p 0 ∧ c * v + a * w = p 1 ∧
      sourceEnergy a c p = -(p 0 * v + p 1 * w) / 2 := by
    refine ⟨(a * p 0 - c * p 1) / (a ^ 2 - c ^ 2),
      (a * p 1 - c * p 0) / (a ^ 2 - c ^ 2), ?_, ?_, ?_⟩
    · field_simp
      ring
    · field_simp
      ring
    · rw [sourceEnergy_eq h]
      field_simp
      ring
  constructor
  · refine ⟨![v, w], ?_⟩
    have hv : trialEnergy a c p ![v, w] =
        (v * (a * v + c * w) + w * (c * v + a * w)) / 2 - (p 0 * v + p 1 * w) :=
      hF ![v, w]
    rw [hv, hE]
    linear_combination (v / 2) * hx + (w / 2) * hy
  · rintro _ ⟨u, rfl⟩
    -- complete the square in the even and odd combinations of the faces
    have hs : trialEnergy a c p u - sourceEnergy a c p =
        ((a + c) * ((u 0 - v) + (u 1 - w)) ^ 2
          + (a - c) * ((u 0 - v) - (u 1 - w)) ^ 2) / 4 := by
      rw [hF, hE]
      linear_combination (u 0 - v / 2) * hx + (u 1 - w / 2) * hy
    have k1 := mul_nonneg (show 0 ≤ a + c by linarith)
      (sq_nonneg ((u 0 - v) + (u 1 - w)))
    have k2 := mul_nonneg (show 0 ≤ a - c by linarith)
      (sq_nonneg ((u 0 - v) - (u 1 - w)))
    linarith

/-- For `|c| < a`, half the energy of the symmetric source `(m, m)` differs from the energy
of the one-sided source `(m, 0)` by `c m² / (2 (a² - c²))`. -/
theorem halving_error {a c : ℝ} (h : |c| < a) (m : ℝ) :
    sourceEnergy a c ![m, m] / 2 - sourceEnergy a c ![m, 0] =
      c * m ^ 2 / (2 * (a ^ 2 - c ^ 2)) := by
  have hd := (det_pos h).ne'
  have e1 : sourceEnergy a c ![m, m] =
      -(a * m ^ 2 - 2 * c * m * m + a * m ^ 2) / (2 * (a ^ 2 - c ^ 2)) :=
    sourceEnergy_eq h ![m, m]
  have e2 : sourceEnergy a c ![m, 0] =
      -(a * m ^ 2 - 2 * c * m * 0 + a * 0 ^ 2) / (2 * (a ^ 2 - c ^ 2)) :=
    sourceEnergy_eq h ![m, 0]
  rw [e1, e2]
  field_simp
  ring

/-- For `|c| < a` and `m ≠ 0`, half the energy of the symmetric source `(m, m)` equals the
energy of the one-sided source `(m, 0)` if and only if the coupling `c` vanishes. -/
theorem halving_exact_iff {a c m : ℝ} (h : |c| < a) (hm : m ≠ 0) :
    sourceEnergy a c ![m, m] / 2 = sourceEnergy a c ![m, 0] ↔ c = 0 := by
  have hd := det_pos h
  have e := halving_error h m
  constructor
  · intro he
    rw [he, sub_self] at e
    rcases div_eq_zero_iff.mp e.symm with h1 | h1
    · exact (mul_eq_zero.mp h1).resolve_right (pow_ne_zero 2 hm)
    · exfalso
      linarith
  · intro hc
    have z : c * m ^ 2 / (2 * (a ^ 2 - c ^ 2)) = 0 := by
      rw [hc]
      simp
    linarith

/-- For `|c| < a` and `m ≠ 0`, half the symmetric energy lies above the one-sided energy
if and only if the coupling `c` is positive. -/
theorem halving_above_iff {a c m : ℝ} (h : |c| < a) (hm : m ≠ 0) :
    sourceEnergy a c ![m, 0] < sourceEnergy a c ![m, m] / 2 ↔ 0 < c := by
  have hd := det_pos h
  have hm2 : 0 < m ^ 2 := by positivity
  have e : sourceEnergy a c ![m, 0] < sourceEnergy a c ![m, m] / 2 ↔
      0 < c * m ^ 2 / (2 * (a ^ 2 - c ^ 2)) := by
    rw [← halving_error h m, sub_pos]
  rw [e, div_pos_iff_of_pos_right (by linarith), mul_pos_iff_of_pos_right hm2]

/-- For `|c| < a`, one quarter of the sum of the energies of the symmetric source `(m, m)`
and the antisymmetric source `(m, -m)` is the energy of the one-sided source `(m, 0)`. -/
theorem one_sided_from_parity {a c : ℝ} (h : |c| < a) (m : ℝ) :
    (sourceEnergy a c ![m, m] + sourceEnergy a c ![m, -m]) / 4 =
      sourceEnergy a c ![m, 0] := by
  have e1 : sourceEnergy a c ![m, m] =
      -(a * m ^ 2 - 2 * c * m * m + a * m ^ 2) / (2 * (a ^ 2 - c ^ 2)) :=
    sourceEnergy_eq h ![m, m]
  have e2 : sourceEnergy a c ![m, -m] =
      -(a * m ^ 2 - 2 * c * m * (-m) + a * (-m) ^ 2) / (2 * (a ^ 2 - c ^ 2)) :=
    sourceEnergy_eq h ![m, -m]
  have e3 : sourceEnergy a c ![m, 0] =
      -(a * m ^ 2 - 2 * c * m * 0 + a * 0 ^ 2) / (2 * (a ^ 2 - c ^ 2)) :=
    sourceEnergy_eq h ![m, 0]
  -- the coupling terms of the two parities cancel
  rw [e1, e2, e3]
  ring

end

end FilmFaceDipoles
```

```lean
#print axioms FilmFaceDipoles.sourceEnergy_isLeast
-- 'FilmFaceDipoles.sourceEnergy_isLeast' depends on axioms: [propext, Classical.choice, Quot.sound]
#print axioms FilmFaceDipoles.halving_exact_iff
-- 'FilmFaceDipoles.halving_exact_iff' depends on axioms: [propext, Classical.choice, Quot.sound]
#print axioms FilmFaceDipoles.halving_above_iff
-- 'FilmFaceDipoles.halving_above_iff' depends on axioms: [propext, Classical.choice, Quot.sound]
#print axioms FilmFaceDipoles.one_sided_from_parity
-- 'FilmFaceDipoles.one_sided_from_parity' depends on axioms: [propext, Classical.choice, Quot.sound]
```

### From the inverse to the equivalence

`det_pos` obtains $a^2-c^2>0$ from the product $(a-c)(a+c)$. `response_inv` establishes the inverse, and `sourceEnergy_eq` puts it into the quadratic form to reach the closed energy formula.

In `sourceEnergy_isLeast`, the scalars `v` and `w` are the two components of the relaxed response. The equations `hx` and `hy` are the rows of $Av=p$, and `linear_combination` uses them to verify both the value at the minimum and the completed square. The two squares have nonnegative weights, which gives the lower bound.

`halving_error` inserts the two sources into the closed formula. In `halving_exact_iff`, equal energies make the error fraction zero. Its denominator is positive, so $cm^2=0$, and $m\neq0$ leaves $c=0$. The converse sets $c=0$ in the same fraction. The sign theorem uses the positivity of $m^2$ and of the denominator, and the parity theorem is algebra on three instances of the closed formula.

### A closer look at `Matrix.inv_eq_right_inv`

Mathlib defines the inverse of a square matrix through its determinant and adjugate, but the proof never unfolds that definition. `Matrix.inv_eq_right_inv` says that if $AB=1$, then $A^{-1}=B$. For square matrices over a commutative ring a right inverse is enough, so $BA=1$ needs no separate check. The goal becomes four scalar equations, which `fin_cases` separates and `field_simp` and `ring` settle, using $a^2-c^2\neq0$.

### Two different molecules

The closed formula also answers the question for unequal sources $m$ and $n$:

$$E(m,n)-E(m,0)-E(0,n)=\frac{c\,mn}{a^2-c^2}.$$

For nonzero $m$ and $n$, the energies of two different adsorbates on opposite faces therefore add exactly when $c=0$. This identity is derived here in prose and has no Lean statement above.
